# Jordan blocks at real eigenvalues come in pairs when a matrix commutes with a time reversal of square −1

A spin-½ system with balanced gain and loss can have a Hamiltonian matrix $M$ that is neither Hermitian nor diagonalisable, and one can ask whether Kramers' pairing of eigenvectors then extends to whole Jordan blocks. Stating this formally requires a choice of how to count the blocks, and here they are counted through dimensions of kernels. For a complex number $l$ and $k=0,1,2,\dots$ let

$$d_k(l)=\dim\ker\,(M-l)^k .$$

A Jordan block of size $s$ at $l$ contributes $\min(s,k)$ to $d_k(l)$. Hence $d_{k+1}(l)-d_k(l)$ is the number of blocks of size at least $k+1$, and the number of size exactly $k+1$ is

$$N_{k+1}(l)=\bigl(d_{k+1}-d_k\bigr)-\bigl(d_{k+2}-d_{k+1}\bigr)=2d_{k+1}-d_k-d_{k+2},$$

with every $d$ taken at $l$. The Lean code takes the last expression as its definition. Reading it as a number of blocks rests on the Jordan normal form and the short count just given, which are ordinary mathematics and not part of the checked code.

The assumptions are two matrix relations, with a bar for entrywise complex conjugation:

$$U\bar U=-1,\qquad U\bar M=MU .$$

The first says that time reversal squares to $-1$, as it does for an odd number of spin-½ particles. The second says that $M$ commutes with time reversal. It follows that $d_k(l)=d_k(\bar l)$ for every $l$ and $k$, and that $d_k(r)$ and $N_{k+1}(r)$ are even for real $r$. For a finite Hermitian $M$ all eigenvalues are real, and the case $k=1$ is Kramers degeneracy. For a finite non-Hermitian $M$ the result also constrains exceptional points, where eigenvectors merge.

The commutation relation has to be checked for each model. Gain on one site and equal loss on another, the same for both spins, is not invariant under ordinary time reversal, which turns gain into loss. Both relations can still hold there with a $U$ that also exchanges the two sites, and "time reversal" below then means this combined operation. A reciprocal lossy system often satisfies $UM^{\mathsf T}=MU$ instead, which agrees with the relation above when $M$ is Hermitian but differs from it in general.

## Time reversal as an antilinear map

The basis states are labelled by a finite type `n`, so a state is a function `n → ℂ` and $U$ and $M$ are square complex matrices over `n`.

```lean
import Mathlib

open Matrix Module

namespace QuaternionicJordanPairing

noncomputable section

variable {n : Type*} [Fintype n] [DecidableEq n]
```

Time reversal conjugates the amplitudes and then applies $U$:

$$\theta v=U\bar v,\qquad \theta(v+w)=\theta v+\theta w,\qquad \theta(cv)=\bar c\,\theta v .$$

In Lean `star v` is $\bar v$, and the arrow `→ₛₗ[starRingEnd ℂ]` denotes a map that is additive and conjugates scalars. The name `timeReversal` is used for any matrix $U$. For a physical time reversal written in an orthonormal basis $U$ is unitary, which makes $\theta$ antiunitary, but the pairing theorems don't assume this.

```lean
/-- Time reversal with matrix `U`: complex conjugation of the amplitudes followed by `U`. -/
def timeReversal (U : Matrix n n ℂ) : (n → ℂ) →ₛₗ[starRingEnd ℂ] (n → ℂ) where
  toFun v := U *ᵥ star v
  map_add' v w := by rw [star_add, Matrix.mulVec_add]
  map_smul' c v := by rw [star_smul, Matrix.mulVec_smul]; rfl
```

## Generalized kernels and block numbers

The space $\ker(M-l)^k$ contains the eigenvectors at $l$ for $k=1$, and for larger $k$ also the vectors of Jordan chains up to length $k$. For $k=0$ it is the zero space. The letter `l` stands for the usual $\lambda$.

```lean
/-- The generalized kernel of order `k` at `l`: all vectors annihilated by `(M - l)^k`. -/
def genKer (M : Matrix n n ℂ) (l : ℂ) (k : ℕ) : Submodule ℂ (n → ℂ) :=
  LinearMap.ker ((M - l • (1 : Matrix n n ℂ)) ^ k).mulVecLin
```

The block number is an integer, not a natural number, so that the subtractions are the ordinary ones. Its argument `k` refers to blocks of size $k+1$: `jordanBlockCount M l 0` counts the blocks of size one.

```lean
/-- The number of Jordan blocks of size `k + 1` of `M` at `l`, computed as minus the second
difference of the dimensions of the generalized kernels of orders `k`, `k + 1`, `k + 2`. -/
def jordanBlockCount (M : Matrix n n ℂ) (l : ℂ) (k : ℕ) : ℤ :=
  2 * (finrank ℂ (genKer M l (k + 1)) : ℤ) - finrank ℂ (genKer M l k)
    - finrank ℂ (genKer M l (k + 2))
```

## The square of time reversal

For any matrix $A$ and vector $v$, conjugating each component gives

$$\overline{(Av)_i}=\sum_j \overline{A_{ij}}\,\overline{v_j}=(\bar A\,\bar v)_i .$$

The expression `A.map (starRingEnd ℂ)` is $\bar A$, without a transpose, and so is not the adjoint.

```lean
omit [DecidableEq n] in
/-- Conjugating the amplitudes of `A v` amounts to conjugating both `A` and `v`. -/
theorem star_mulVec_eq (A : Matrix n n ℂ) (v : n → ℂ) :
    star (A *ᵥ v) = A.map (starRingEnd ℂ) *ᵥ star v := by
  ext i
  simp [Matrix.mulVec, dotProduct]
```

Applying $\theta$ twice therefore gives

$$\theta^2v=U\,\overline{U\bar v}=U\bar U v=-v .$$

The rewriting in the proof follows this chain: it conjugates the product, removes the double conjugation, combines the two matrices and inserts the hypothesis `hU`.

```lean
/-- If `U conj(U) = -1`, time reversal applied twice changes the sign of every state. -/
theorem timeReversal_sq {U : Matrix n n ℂ} (hU : U * U.map (starRingEnd ℂ) = -1)
    (v : n → ℂ) : timeReversal U (timeReversal U v) = -v := by
  change U *ᵥ star (U *ᵥ star v) = -v
  rw [star_mulVec_eq, star_star, Matrix.mulVec_mulVec, hU, Matrix.neg_mulVec,
    Matrix.one_mulVec]
```

## Moving time reversal past a power

The relation $U\bar M=MU$ gives

$$M\theta w=MU\bar w=U\bar M\bar w=\theta(Mw),$$

which is `key` in the proof below. Because $\theta$ is antilinear, a shift by $l$ becomes a shift by $\bar l$:

$$(M-\bar l)\,\theta w=\theta(Mw)-\theta(lw)=\theta\bigl((M-l)w\bigr).$$

This is `step`. Induction on $k$ then handles one factor at a time:

$$(M-\bar l)^{k+1}\theta v=(M-\bar l)^k\,\theta\bigl((M-l)v\bigr)=\theta\bigl((M-l)^{k+1}v\bigr).$$

The last equality uses the induction hypothesis for the vector $(M-l)v$ rather than $v$, which is why the Lean induction keeps `v` general.

```lean
/-- If `U conj(M) = M U`, time reversal turns `(M - l)^k` into `(M - conj l)^k`. -/
theorem pow_mulVec_timeReversal {U M : Matrix n n ℂ}
    (hM : U * M.map (starRingEnd ℂ) = M * U) (l : ℂ) (k : ℕ) (v : n → ℂ) :
    (M - starRingEnd ℂ l • (1 : Matrix n n ℂ)) ^ k *ᵥ timeReversal U v
      = timeReversal U ((M - l • (1 : Matrix n n ℂ)) ^ k *ᵥ v) := by
  have key : ∀ w, M *ᵥ timeReversal U w = timeReversal U (M *ᵥ w) := by
    intro w
    change M *ᵥ (U *ᵥ star w) = U *ᵥ star (M *ᵥ w)
    rw [star_mulVec_eq, Matrix.mulVec_mulVec, Matrix.mulVec_mulVec, hM]
  -- one factor at a time: the shift `l` is conjugated by antilinearity
  have step : ∀ w, (M - starRingEnd ℂ l • (1 : Matrix n n ℂ)) *ᵥ timeReversal U w
      = timeReversal U ((M - l • (1 : Matrix n n ℂ)) *ᵥ w) := by
    intro w
    rw [Matrix.sub_mulVec, Matrix.sub_mulVec, Matrix.smul_mulVec, Matrix.smul_mulVec,
      Matrix.one_mulVec, Matrix.one_mulVec, map_sub, map_smulₛₗ, key]
  induction k generalizing v with
  | zero => simp
  | succ k ih =>
    rw [pow_succ, pow_succ, ← Matrix.mulVec_mulVec, ← Matrix.mulVec_mulVec, step, ih]
```

If $(M-l)^kv=0$, the right-hand side is $\theta(0)=0$. So $\theta$ carries $\ker(M-l)^k$ into $\ker(M-\bar l)^k$.

```lean
/-- If `U conj(M) = M U`, time reversal sends the generalized kernel at `l` into the one
at `conj l`. -/
theorem timeReversal_mem {U M : Matrix n n ℂ}
    (hM : U * M.map (starRingEnd ℂ) = M * U) {l : ℂ} {k : ℕ} {v : n → ℂ}
    (hv : v ∈ genKer M l k) : timeReversal U v ∈ genKer M (starRingEnd ℂ l) k := by
  have hv' : (M - l • (1 : Matrix n n ℂ)) ^ k *ᵥ v = 0 := hv
  change (M - starRingEnd ℂ l • (1 : Matrix n n ℂ)) ^ k *ᵥ timeReversal U v = 0
  rw [pow_mulVec_timeReversal hM, hv', map_zero]
```

## Antilinear maps of square −1 need even dimension

Let $T$ be an antilinear map with $T^2=-1$ on a complex space of finite dimension $d$. Choose a basis $b_j$ and define a matrix $A$ by $Tb_j=\sum_iA_{ij}b_i$. Then

$$T^2b_j=\sum_i\overline{A_{ij}}\,Tb_i=\sum_k\Bigl(\sum_iA_{ki}\overline{A_{ij}}\Bigr)b_k=\sum_k(A\bar A)_{kj}\,b_k .$$

Since $T^2b_j=-b_j$, we have $A\bar A=-1$. Taking determinants,

$$|\det A|^2=\det A\;\overline{\det A}=\det(-1)=(-1)^d .$$

The left side is not negative, so $d$ is even. This includes $d=0$, where the determinant of the empty matrix is 1.

In the proof, `h1` expands $Tb_j$, `h2` applies $T$ again, and `h3` identifies the coefficient with the matrix element of $A\bar A$. The second half assumes that $d$ is odd and obtains $|\det A|^2=-1$, a contradiction. `Complex.normSq` is the squared modulus, and `finrank` is the dimension.

```lean
/-- A finite-dimensional complex space with an antilinear map that squares to `-1` has
even dimension. -/
theorem even_finrank_of_antilinear {V : Type*} [AddCommGroup V] [Module ℂ V]
    [FiniteDimensional ℂ V] (T : V →ₛₗ[starRingEnd ℂ] V) (hT : ∀ v, T (T v) = -v) :
    Even (finrank ℂ V) := by
  let b := Module.finBasis ℂ V
  obtain ⟨A, hA⟩ : ∃ A : Matrix (Fin (finrank ℂ V)) (Fin (finrank ℂ V)) ℂ,
      ∀ i j, A i j = b.coord i (T (b j)) := ⟨fun i j => b.coord i (T (b j)), fun _ _ => rfl⟩
  -- in a basis, `T² = -1` reads `A conj(A) = -1`
  have hAA : A * A.map (starRingEnd ℂ) = -1 := by
    ext k j
    have h1 : T (b j) = ∑ i, A i j • b i := by
      simp only [hA, Module.Basis.coord_apply]
      exact (b.sum_repr _).symm
    have h2 : T (T (b j)) = ∑ i, starRingEnd ℂ (A i j) • T (b i) := by
      rw [h1, map_sum]
      exact Finset.sum_congr rfl fun i _ => map_smulₛₗ _ _ _
    have h3 : (A * A.map (starRingEnd ℂ)) k j = b.coord k (T (T (b j))) := by
      rw [h2, map_sum, Matrix.mul_apply]
      refine Finset.sum_congr rfl fun i _ => ?_
      rw [map_smul, ← hA, smul_eq_mul, Matrix.map_apply, mul_comm]
    rw [h3, hT, map_neg, Module.Basis.coord_apply, b.repr_self]
    by_cases h : k = j
    · subst h; simp
    · simp [h]
  -- determinants: `|det A|² = (-1)^d`
  by_contra hne
  have hodd := Nat.not_even_iff_odd.1 hne
  have hc : (A.map (starRingEnd ℂ)).det = starRingEnd ℂ A.det :=
    (RingHom.map_det (starRingEnd ℂ) A).symm
  have hd := congrArg Matrix.det hAA
  rw [Matrix.det_mul, hc, Complex.mul_conj, Matrix.det_neg, Matrix.det_one,
    Fintype.card_fin, hodd.neg_one_pow, mul_one] at hd
  have hr : Complex.normSq A.det = -1 := by exact_mod_cast hd
  linarith [Complex.normSq_nonneg A.det]
```

## Equal dimensions at conjugate eigenvalues

The map $\theta$ takes $\ker(M-l)^k$ to $\ker(M-\bar l)^k$, and $-\theta$ takes the second space back to the first. They are inverse to each other because

$$-\theta(\theta v)=v,\qquad \theta(-\theta w)=w .$$

An antilinear bijection preserves dimension. If $v_1,\dots,v_m$ is a basis of the first space, then

$$\sum_jc_j\,\theta v_j=\theta\Bigl(\sum_j\overline{c_j}\,v_j\Bigr),$$

so the vectors $\theta v_j$ are independent and span the second space. Hence $d_k(l)=d_k(\bar l)$.

The equivalence `e` records the two maps and their inverse relations. Lean regards it as an additive bijection, and `rank_eq_of_equiv_equiv` gives equality of dimensions once scalar multiplication is known to be respected up to complex conjugation.

```lean
/-- If `U conj(U) = -1` and `U conj(M) = M U`, the kernels of `(M - l)^k` and
`(M - conj l)^k` have equal dimension. -/
theorem finrank_genKer_conj {U M : Matrix n n ℂ} (hU : U * U.map (starRingEnd ℂ) = -1)
    (hM : U * M.map (starRingEnd ℂ) = M * U) (l : ℂ) (k : ℕ) :
    finrank ℂ (genKer M l k) = finrank ℂ (genKer M (starRingEnd ℂ l) k) := by
  -- time reversal is an antilinear bijection with inverse `-T`
  let e : genKer M l k ≃+ genKer M (starRingEnd ℂ l) k :=
    { toFun := fun v => ⟨timeReversal U v, timeReversal_mem hM v.2⟩
      invFun := fun w => ⟨-timeReversal U w, neg_mem (by
        simpa only [Complex.conj_conj] using timeReversal_mem hM w.2)⟩
      left_inv := fun v => Subtype.ext (by
        change -timeReversal U (timeReversal U (v : n → ℂ)) = v
        rw [timeReversal_sq hU, neg_neg])
      right_inv := fun w => Subtype.ext (by
        change timeReversal U (-timeReversal U (w : n → ℂ)) = w
        rw [map_neg, timeReversal_sq hU, neg_neg])
      map_add' := fun v w => Subtype.ext (map_add (timeReversal U) (v : n → ℂ) w) }
  exact congrArg Cardinal.toNat (rank_eq_of_equiv_equiv (starRingEnd ℂ) e
    (Function.Involutive.bijective Complex.conj_conj)
    (fun c v => Subtype.ext (map_smulₛₗ (timeReversal U) c (v : n → ℂ))))
```

## Even dimensions at real eigenvalues

For real $r$ we have $\bar r=r$, so $\theta$ maps $\ker(M-r)^k$ into itself. Its restriction is antilinear and squares to $-1$, and the determinant argument shows that $d_k(r)$ is even. The map `T` in the proof is this restriction.

If $r$ is not an eigenvalue, the dimension is zero. If it is, the case $k=1$ gives an even number of independent eigenvectors that is not zero, and so at least two.

```lean
/-- If `U conj(U) = -1` and `U conj(M) = M U`, the kernel of `(M - r)^k` has even
dimension for every real `r`. -/
theorem even_finrank_genKer {U M : Matrix n n ℂ} (hU : U * U.map (starRingEnd ℂ) = -1)
    (hM : U * M.map (starRingEnd ℂ) = M * U) (r : ℝ) (k : ℕ) :
    Even (finrank ℂ (genKer M (r : ℂ) k)) := by
  let T : genKer M (r : ℂ) k →ₛₗ[starRingEnd ℂ] genKer M (r : ℂ) k :=
    { toFun := fun v => ⟨timeReversal U v, by
        simpa only [Complex.conj_ofReal] using timeReversal_mem hM v.2⟩
      map_add' := fun v w => Subtype.ext (map_add (timeReversal U) (v : n → ℂ) w)
      map_smul' := fun c v => Subtype.ext (map_smulₛₗ (timeReversal U) c (v : n → ℂ)) }
  exact even_finrank_of_antilinear T fun v => Subtype.ext (timeReversal_sq hU (v : n → ℂ))
```

## Pairing of the Jordan blocks

The equality $N_{k+1}(l)=N_{k+1}(\bar l)$ follows because each of the three dimensions in $N_{k+1}$ is unchanged when $l$ is replaced by $\bar l$. At real $r$ write $d_k=2a$, $d_{k+1}=2b$ and $d_{k+2}=2c$. Then

$$N_{k+1}(r)=4b-2a-2c=2\,(2b-a-c),$$

which is even. The blocks at a real eigenvalue can thus be grouped into pairs of equal size. The Lean proof obtains the same three numbers and supplies `2 * b - a - c` as half of the count.

```lean
/-- If `U conj(U) = -1` and `U conj(M) = M U`, Jordan blocks of each size are equally
numerous at `l` and `conj l`, and their number is even at every real `r`. -/
theorem jordanBlocks_pair {U M : Matrix n n ℂ} (hU : U * U.map (starRingEnd ℂ) = -1)
    (hM : U * M.map (starRingEnd ℂ) = M * U) (k : ℕ) :
    (∀ l : ℂ, jordanBlockCount M l k = jordanBlockCount M (starRingEnd ℂ l) k) ∧
      ∀ r : ℝ, Even (jordanBlockCount M (r : ℂ) k) := by
  constructor
  · intro l
    unfold jordanBlockCount
    rw [finrank_genKer_conj hU hM l k, finrank_genKer_conj hU hM l (k + 1),
      finrank_genKer_conj hU hM l (k + 2)]
  · intro r
    obtain ⟨a, ha⟩ := even_finrank_genKer hU hM r k
    obtain ⟨b, hb⟩ := even_finrank_genKer hU hM r (k + 1)
    obtain ⟨c, hc⟩ := even_finrank_genKer hU hM r (k + 2)
    refine ⟨2 * b - a - c, ?_⟩
    unfold jordanBlockCount
    rw [ha, hb, hc]
    push_cast
    ring
```

## Matrices that satisfy both relations

For any square complex matrices $A$ and $B$ of the same size, take

$$U=\begin{pmatrix}0&1\\-1&0\end{pmatrix},\qquad
M=\begin{pmatrix}A&B\\-\bar B&\bar A\end{pmatrix}.$$

Here $U$ is real, $UU^\dagger=1$ and $U\bar U=U^2=-1$. Block multiplication gives

$$U\bar M=\begin{pmatrix}-B&A\\-\bar A&-\bar B\end{pmatrix}=MU .$$

This is the form of a time-reversal-symmetric one-electron matrix in a finite basis of Kramers-paired spinors. Since $A$ and $B$ are arbitrary, $M$ need not be Hermitian.

The case of $1\times1$ blocks with $A=i$ and $B=0$ gives $M=\mathrm{diag}(i,-i)$. Each eigenvalue has a one-dimensional eigenspace, so evenness can fail away from the real axis while the dimensions at $l$ and $\bar l$ still agree.

In Lean the doubled label set is `n ⊕ n`, and `Uᴴ` is the adjoint $U^\dagger$. The proof first simplifies the conjugated blocks and then multiplies out each of the three identities.

```lean
/-- The unitary `U = (0, 1; -1, 0)` in `n` by `n` blocks and `M = (A, B; -conj B, conj A)`,
with any complex `A` and `B`, satisfy both symmetry relations. -/
theorem quaternionic_witness (A B : Matrix n n ℂ) :
    let U : Matrix (n ⊕ n) (n ⊕ n) ℂ := Matrix.fromBlocks 0 1 (-1) 0
    let M := Matrix.fromBlocks A B (-B.map (starRingEnd ℂ)) (A.map (starRingEnd ℂ))
    U * Uᴴ = 1 ∧ U * U.map (starRingEnd ℂ) = -1 ∧
      U * M.map (starRingEnd ℂ) = M * U := by
  intro U M
  have h1 : (-1 : Matrix n n ℂ).map (starRingEnd ℂ) = -1 := by
    ext i j
    by_cases h : i = j <;> simp [h]
  have hA : (A.map (starRingEnd ℂ)).map (starRingEnd ℂ) = A := by
    ext i j
    simp
  have hB : (-B.map (starRingEnd ℂ)).map (starRingEnd ℂ) = -B := by
    ext i j
    simp
  refine ⟨?_, ?_, ?_⟩
  · simp [U, Matrix.fromBlocks_conjTranspose, Matrix.fromBlocks_multiply]
  · rw [← Matrix.fromBlocks_one, Matrix.fromBlocks_neg, Matrix.fromBlocks_map,
      Matrix.fromBlocks_multiply, h1]
    simp
  · rw [Matrix.fromBlocks_map, Matrix.fromBlocks_multiply, Matrix.fromBlocks_multiply,
      hA, hB]
    simp

end

end QuaternionicJordanPairing
```

```lean
#print axioms QuaternionicJordanPairing.jordanBlocks_pair
```

```
'QuaternionicJordanPairing.jordanBlocks_pair' depends on axioms: [propext, Classical.choice, Quot.sound]
```
